# Closed-form Axilrod-Teller-Muto forces are minus the gradient of the three-atom energy

Three neutral atoms in spherically symmetric ground states, well separated, attract in pairs through dispersion, and a triple-dipole term depends on the shape of their triangle. With side lengths $a,b,c>0$ and the strength coefficient as the unit, this term is

$$E=\frac{1}{(abc)^3}+\frac{3(a^2+b^2-c^2)(b^2+c^2-a^2)(c^2+a^2-b^2)}{8(abc)^5}.$$

I have a closed form for its derivative in $a$:

$$\sigma(a,b,c)=-\frac{3\left[a^6+a^4(b^2+c^2)+a^2(3b^4+2b^2c^2+3c^4)-5(b^2-c^2)^2(b^2+c^2)\right]}{8a(abc)^5}.$$

Is it right, and does it give the correct forces on moving atoms? I would like to see both made rigorous and checked by machine.

## From the slope in one distance to the forces on three atoms

Yes to both, as long as the atoms are at distinct positions.

Write $m=abc$, $S=b^2+c^2$, $D=b^2-c^2$, and let $P$ be the product of the three brackets in $E$. Then

$$P=(S-a^2)(a^4-D^2)=-a^6+Sa^4+D^2a^2-SD^2.$$

Since $\partial_a m=m/a$,

$$\partial_aE=-\frac{3}{am^3}+\frac38\left(\frac{\partial_aP}{m^5}-\frac{5P}{am^5}\right)=-\frac{3}{8am^5}\left(8m^2+5P-a\,\partial_aP\right).$$

From $a\,\partial_aP=-6a^6+4Sa^4+2D^2a^2$ we get

$$5P-a\,\partial_aP=a^6+Sa^4+3D^2a^2-5SD^2.$$

Adding $8m^2=8a^2b^2c^2$ and using $3D^2+8b^2c^2=3b^4+2b^2c^2+3c^4$ gives $\sigma(a,b,c)$. By cyclic symmetry, the slopes in $b$ and $c$ are $\sigma(b,c,a)$ and $\sigma(c,a,b)$.

Now put the atoms at $p,q,r$ with velocities $v_p,v_q,v_r$, and let $a=\|p-q\|$, $b=\|q-r\|$, $c=\|r-p\|$. Differentiating $a^2=(p-q)\cdot(p-q)$ gives $\dot a=(p-q)\cdot(v_p-v_q)/a$, and likewise for $b$ and $c$. In $\dot E=\sigma(a,b,c)\dot a+\sigma(b,c,a)\dot b+\sigma(c,a,b)\dot c$, the terms containing $v_p$ are $-F_p\cdot v_p$, with

$$F_p=-\frac{\sigma(a,b,c)}{a}(p-q)-\frac{\sigma(c,a,b)}{c}(p-r).$$

Cyclic relabelling gives $F_q$ and $F_r$, so $\dot E=-(F_p\cdot v_p+F_q\cdot v_q+F_r\cdot v_r)$. Each pair contribution occurs twice with opposite signs, so the forces sum to zero.

```lean
import Mathlib

open scoped InnerProductSpace

namespace AxilrodTellerMutoForces

noncomputable section

/-- The Axilrod-Teller-Muto energy of three atoms with pair distances `a`, `b`, `c`,
in units of the triple-dipole strength coefficient. -/
def atmEnergy (a b c : ℝ) : ℝ :=
  1 / (a * b * c) ^ 3 +
    3 * ((a ^ 2 + b ^ 2 - c ^ 2) * (b ^ 2 + c ^ 2 - a ^ 2) * (c ^ 2 + a ^ 2 - b ^ 2)) /
      (8 * (a * b * c) ^ 5)

/-- The closed form for the slope of the energy in its first distance `a`. -/
def atmSlope (a b c : ℝ) : ℝ :=
  -3 * (a ^ 6 + a ^ 4 * (b ^ 2 + c ^ 2) + a ^ 2 * (3 * b ^ 4 + 2 * b ^ 2 * c ^ 2 + 3 * c ^ 4)
    - 5 * (b ^ 2 - c ^ 2) ^ 2 * (b ^ 2 + c ^ 2)) / (8 * a * (a * b * c) ^ 5)

/-- When three non-zero distances vary in time, the energy changes at the rate given by the three
slopes times the rates of change of the distances. -/
theorem hasDerivAt_atmEnergy_comp {x y z : ℝ → ℝ} {x' y' z' t : ℝ}
    (hx : HasDerivAt x x' t) (hy : HasDerivAt y y' t) (hz : HasDerivAt z z' t)
    (hx0 : x t ≠ 0) (hy0 : y t ≠ 0) (hz0 : z t ≠ 0) :
    HasDerivAt (fun s => atmEnergy (x s) (y s) (z s))
      (atmSlope (x t) (y t) (z t) * x' + atmSlope (y t) (z t) (x t) * y'
        + atmSlope (z t) (x t) (y t) * z') t := by
  have hm := (hx.fun_mul hy).fun_mul hz
  have hm0 : x t * y t * z t ≠ 0 := mul_ne_zero (mul_ne_zero hx0 hy0) hz0
  have hx2 := hx.fun_pow 2
  have hy2 := hy.fun_pow 2
  have hz2 := hz.fun_pow 2
  -- the product of the three cosine numerators
  have hP := (((hx2.fun_add hy2).fun_sub hz2).fun_mul ((hy2.fun_add hz2).fun_sub hx2)).fun_mul
    ((hz2.fun_add hx2).fun_sub hy2)
  have h1 := (hasDerivAt_const t (1 : ℝ)).fun_div (hm.fun_pow 3) (pow_ne_zero 3 hm0)
  have h2 := (hP.const_mul 3).fun_div ((hm.fun_pow 5).const_mul 8)
    (mul_ne_zero (by norm_num) (pow_ne_zero 5 hm0))
  refine (h1.fun_add h2).congr_deriv ?_
  unfold atmSlope
  simp only [Nat.cast_ofNat, Nat.reduceSub]
  field_simp
  ring

/-- For positive distances, the partial derivative of the energy in `a` is `atmSlope a b c`; the
second part gives the same slope free of denominators. -/
theorem hasDerivAt_atmEnergy {a b c : ℝ} (ha : 0 < a) (hb : 0 < b) (hc : 0 < c) :
    HasDerivAt (fun s => atmEnergy s b c) (atmSlope a b c) a ∧
    atmSlope a b c * (8 * a * (a * b * c) ^ 5) =
      -3 * (a ^ 6 + a ^ 4 * (b ^ 2 + c ^ 2)
        + a ^ 2 * (3 * b ^ 4 + 2 * b ^ 2 * c ^ 2 + 3 * c ^ 4)
        - 5 * (b ^ 2 - c ^ 2) ^ 2 * (b ^ 2 + c ^ 2)) := by
  constructor
  · -- only the first distance moves
    have h := hasDerivAt_atmEnergy_comp (hasDerivAt_id' a) (hasDerivAt_const a b)
      (hasDerivAt_const a c) ha.ne' hb.ne' hc.ne'
    exact h.congr_deriv (by ring)
  · have hd : 8 * a * (a * b * c) ^ 5 ≠ 0 := by positivity
    unfold atmSlope
    exact div_mul_cancel₀ _ hd

/-- For positive distances, `atmSlope a b c` is negative exactly when the positive terms of the
slope polynomial outweigh the subtracted term. -/
theorem atmSlope_neg_iff {a b c : ℝ} (ha : 0 < a) (hb : 0 < b) (hc : 0 < c) :
    atmSlope a b c < 0 ↔
      5 * (b ^ 2 - c ^ 2) ^ 2 * (b ^ 2 + c ^ 2) <
        a ^ 6 + a ^ 4 * (b ^ 2 + c ^ 2)
          + a ^ 2 * (3 * b ^ 4 + 2 * b ^ 2 * c ^ 2 + 3 * c ^ 4) := by
  have hd : 0 < 8 * a * (a * b * c) ^ 5 := by positivity
  unfold atmSlope
  rw [div_lt_iff₀ hd, zero_mul]
  constructor <;> intro h <;> linarith

/-- For positive distances, if the other two are equal, the slope of the energy in `a` is negative.
-/
theorem atmSlope_isosceles_neg {a b : ℝ} (ha : 0 < a) (hb : 0 < b) :
    atmSlope a b b < 0 := by
  refine (atmSlope_neg_iff ha hb hb).2 ?_
  calc 5 * (b ^ 2 - b ^ 2) ^ 2 * (b ^ 2 + b ^ 2) = 0 := by ring
    _ < _ := by positivity

/-- In an equally spaced linear chain of three atoms, the slope of the energy in a
neighbour distance is positive. -/
theorem atmSlope_linear_chain_pos {a : ℝ} (ha : 0 < a) :
    0 < atmSlope a a (2 * a) := by
  have h6 : 0 < a ^ 6 := by positivity
  unfold atmSlope
  apply div_pos
  · linarith
  · positivity

variable {V : Type*} [NormedAddCommGroup V] [InnerProductSpace ℝ V]

/-- The Axilrod-Teller-Muto energy of atoms at the positions `p`, `q`, `r`. -/
def atmPotential (p q r : V) : ℝ := atmEnergy ‖p - q‖ ‖q - r‖ ‖r - p‖

/-- The Axilrod-Teller-Muto force on the atom at `p` due to the atoms at `q` and `r`, written as two
contributions along the lines joining `p` to them. -/
def atmForce (p q r : V) : V :=
  (-(atmSlope ‖p - q‖ ‖q - r‖ ‖r - p‖ / ‖p - q‖)) • (p - q)
    + (-(atmSlope ‖r - p‖ ‖p - q‖ ‖q - r‖ / ‖r - p‖)) • (p - r)

/-- The length of a moving non-zero separation vector changes at the rate given by the
component of its velocity along itself. -/
theorem hasDerivAt_separation {u : ℝ → V} {u' : V} {t : ℝ}
    (hu : HasDerivAt u u' t) (h0 : u t ≠ 0) :
    HasDerivAt (fun s => ‖u s‖) (⟪u t, u'⟫_ℝ / ‖u t‖) t := by
  have h : HasDerivAt (fun s => ‖u s‖ ^ 2) (2 * ⟪u t, u'⟫_ℝ) t := hu.norm_sq
  have h2 := h.sqrt (pow_ne_zero 2 (norm_ne_zero_iff.2 h0))
  simp only [Real.sqrt_sq (norm_nonneg _)] at h2
  exact h2.congr_deriv (mul_div_mul_left _ _ two_ne_zero)

/-- Along any differentiable motion of three atoms at distinct positions, the energy
changes at minus the total power of the Axilrod-Teller-Muto forces. -/
theorem hasDerivAt_atmPotential {p q r : ℝ → V} {vp vq vr : V} {t : ℝ}
    (hp : HasDerivAt p vp t) (hq : HasDerivAt q vq t) (hr : HasDerivAt r vr t)
    (hpq : p t ≠ q t) (hqr : q t ≠ r t) (hrp : r t ≠ p t) :
    HasDerivAt (fun s => atmPotential (p s) (q s) (r s))
      (-(⟪atmForce (p t) (q t) (r t), vp⟫_ℝ + ⟪atmForce (q t) (r t) (p t), vq⟫_ℝ
        + ⟪atmForce (r t) (p t) (q t), vr⟫_ℝ)) t := by
  -- rates of change of the three distances
  have h1 := hasDerivAt_separation (hp.fun_sub hq) (sub_ne_zero.2 hpq)
  have h2 := hasDerivAt_separation (hq.fun_sub hr) (sub_ne_zero.2 hqr)
  have h3 := hasDerivAt_separation (hr.fun_sub hp) (sub_ne_zero.2 hrp)
  have h := hasDerivAt_atmEnergy_comp h1 h2 h3 (norm_ne_zero_iff.2 (sub_ne_zero.2 hpq))
    (norm_ne_zero_iff.2 (sub_ne_zero.2 hqr)) (norm_ne_zero_iff.2 (sub_ne_zero.2 hrp))
  refine h.congr_deriv ?_
  -- collect the terms belonging to each velocity
  simp only [atmForce, inner_add_left, real_inner_smul_left, inner_sub_left, inner_sub_right]
  ring

/-- The three Axilrod-Teller-Muto forces add up to zero. -/
theorem atmForce_sum_eq_zero (p q r : V) :
    atmForce p q r + atmForce q r p + atmForce r p q = 0 := by
  unfold atmForce
  module

end

end AxilrodTellerMutoForces
```

```lean
#print axioms AxilrodTellerMutoForces.atmSlope_isosceles_neg
#print axioms AxilrodTellerMutoForces.atmSlope_linear_chain_pos
#print axioms AxilrodTellerMutoForces.hasDerivAt_atmPotential
#print axioms AxilrodTellerMutoForces.atmForce_sum_eq_zero
```

```
'AxilrodTellerMutoForces.atmSlope_isosceles_neg' depends on axioms: [propext, Classical.choice, Quot.sound]
'AxilrodTellerMutoForces.atmSlope_linear_chain_pos' depends on axioms: [propext, Classical.choice, Quot.sound]
'AxilrodTellerMutoForces.hasDerivAt_atmPotential' depends on axioms: [propext, Classical.choice, Quot.sound]
'AxilrodTellerMutoForces.atmForce_sum_eq_zero' depends on axioms: [propext, Classical.choice, Quot.sound]
```

## What the theorems say about atoms

`atmEnergy` is $E$, `atmSlope` is $\sigma$, and `atmForce p q r` is $F_p$. Positions lie in any real inner product space `V`, ordinary space included. `HasDerivAt f f' t` says that $f$ has derivative $f'$ at $t$.

`hasDerivAt_atmEnergy` confirms the partial derivative for all positive $a,b,c$, even those that form no triangle. `hasDerivAt_atmPotential` is the power balance above, for any differentiable motion with distinct positions at time $t$. Holding two atoms still shows that each directional derivative is minus the force component. `atmForce_sum_eq_zero` is the zero total force.

The slope has no universal sign. `atmSlope_neg_iff` says exactly when it is negative; it always is for $b=c$. In an equally spaced linear chain, the slope in a neighbour distance is positive, namely $\sigma(a,a,2a)=15/(8a^{10})$.

The model takes point atoms, a constant coefficient, and neither damping nor retardation. It also leaves out pair forces and three-body terms from higher multipoles. Within those limits, these are, in units of the coefficient, the triple-dipole forces that one atom triple contributes to a molecular dynamics simulation that includes this term.

Distinctness matters. Take a unit vector $e$ and let $p(s)=se$, $q=0$, $r=e$. For small $s\neq0$ the atoms are collinear and the energy is $-2/(|s|(1-s))^3$, which diverges as $s\to0$. There is no derivative at the collision, whatever value Lean's division by zero assigns there.

## How the proof follows the calculation

`hasDerivAt_atmEnergy_comp` lets all three distances vary. It assembles the derivative from the product, power and quotient rules; `field_simp` and `ring` then verify the polynomial identity worked out above. Keeping two distances constant gives the partial derivative.

`hasDerivAt_separation` differentiates $\|u\|^2$ and then takes the square root, which needs $u\neq0$. The main theorem feeds the three distance rates into the first lemma, expands the inner products, and lets `ring` collect the terms by velocity. For the force sum, `module` cancels the opposite pair contributions.

The sign criterion multiplies through by the positive denominator. The isosceles case follows because the subtracted term vanishes, and the chain case by direct substitution.
